# Damped iteration for the linear response of a self-consistent solution: exact error and convergence

The self-consistency map is treated here as one function $F$ of the pair $(x,s)$, with a single total derivative $F'$ at the reference solution. The state $x$ (a density or a set of orbital parameters, say) lives in a real normed space $E$, which may be $\mathbb R^n$, and $s$ is a real external parameter such as a field strength. Continuous differentiability is not needed: $F$ has to be differentiable only at the point $(x(0),0)$. Complex amplitudes count as pairs of real ones.

```lean
import Mathlib

open Filter Topology

namespace DampedResponse

noncomputable section

variable {E : Type*} [NormedAddCommGroup E] [NormedSpace ℝ E]
```

The Jacobian with respect to the state is the restriction of $F'$ to changes of the state alone, $Au=F'(u,0)$.

```lean
/-- The Jacobian `A` of the self-consistency map with respect to the state, read off from
its total derivative `F'`. -/
def stateJacobian (F' : E × ℝ →L[ℝ] E) : E →L[ℝ] E :=
  F'.comp (ContinuousLinearMap.inl ℝ E ℝ)
```

The drive is the change of the map's output per unit of $s$ at fixed state, $b=F'(0,1)$.

```lean
/-- The drive `b`: the derivative of the self-consistency map with respect to the external
parameter at fixed state. -/
def drive (F' : E × ℝ →L[ℝ] E) : E := F' (0, 1)
```

For a real damping parameter $a$, one update of a trial response $z$ is $T_a(z)=z+a(Az+b-z)$. The choice $a=1$ is the undamped update $z\mapsto Az+b$.

```lean
/-- One damped update `z + a (A z + b - z)` of a trial response `z`. -/
def dampedStep (A : E →L[ℝ] E) (b : E) (a : ℝ) (z : E) : E :=
  z + a • (A z + b - z)
```

The last definition is the operator $G_a=1-a(1-A)$, where $1$ is the identity on $E$.

```lean
/-- The error propagator `1 - a (1 - A)` of the damped iteration. -/
def errorPropagator (A : E →L[ℝ] E) (a : ℝ) : E →L[ℝ] E :=
  1 - a • (1 - A)
```

## (a) Differentiating the self-consistency condition

**Task.** Let $x(s)$ be differentiable at $0$ with derivative $y=x'(0)$, and let $F(x(s),s)=x(s)$ for all $s$ near $0$. Show that
$$y=Ay+b.$$

**Solution.** The curve $s\mapsto(x(s),s)$ has derivative $(y,1)$ at $0$. By the chain rule, $F(x(s),s)$ has derivative $F'(y,1)$ there. This function equals $x(s)$ near $0$, so its derivative is also $y$. Linearity then gives
$$y=F'(y,1)=F'(y,0)+F'(0,1)=Ay+b.$$

```lean
/-- The derivative `y` of a curve of self-consistent solutions obeys the linear response
equation `y = A y + b`. -/
theorem response_equation {F : E × ℝ → E} {F' : E × ℝ →L[ℝ] E} {x : ℝ → E} {y : E}
    (hF : HasFDerivAt F F' (x 0, 0)) (hx : HasDerivAt x y 0)
    (hfix : ∀ᶠ s in 𝓝 (0 : ℝ), F (x s, s) = x s) :
    y = stateJacobian F' y + drive F' := by
  have h1 : HasDerivAt (fun s : ℝ => (x s, s)) (y, (1 : ℝ)) 0 :=
    hx.prodMk (hasDerivAt_id' 0)
  -- differentiate the self-consistency condition along the curve
  have h2 := HasFDerivAt.comp_hasDerivAt (0 : ℝ) (by exact hF) h1
  have h3 : HasDerivAt x (F' (y, 1)) 0 :=
    h2.congr_of_eventuallyEq (hfix.mono fun s hs => hs.symm)
  have h4 : F' (y, 1) = F' (y, 0) + F' (0, 1) := by
    rw [← map_add]
    simp
  exact (hx.unique h3).trans h4
```

The hypotheses `hF` and `hx` are the two differentiability assumptions, and `∀ᶠ s in 𝓝 (0 : ℝ)` means "for all $s$ near $0$". In the proof, `h1` differentiates the pair, `h2` is the chain rule, `h3` carries the derivative over to $x$, and `h4` splits $F'(y,1)$. Uniqueness of the derivative finishes the argument. The existence of the differentiable solution curve is assumed, not derived.

## (b) The error after $k$ updates

**Task.** Let $y$ be any solution of the equation in (a), and let $y_{k+1}=T_a(y_k)$ from an arbitrary start $y_0$. Show that
$$y_k-y=(1-a(1-A))^k(y_0-y).$$

**Solution.** Substitute $b=y-Ay$ into one update:
$$T_a(z)-y=(z-y)+a\big(A(z-y)-(z-y)\big)=G_a(z-y).$$
For $k=0$ the claim is trivial, since $G_a^0=1$. If it holds for $k$, then
$$y_{k+1}-y=G_a(y_k-y)=G_a^{k+1}(y_0-y).$$

```lean
/-- After `k` damped updates the error of the trial response is `(1 - a (1 - A))^k` applied
to the initial error. -/
theorem damped_error {A : E →L[ℝ] E} {b y : E} (hy : y = A y + b) (a : ℝ) (y0 : E) (k : ℕ) :
    (dampedStep A b a)^[k] y0 - y = (errorPropagator A a ^ k) (y0 - y) := by
  have hb : b = y - A y := by
    rw [eq_sub_iff_add_eq, add_comm]
    exact hy.symm
  -- a single update multiplies the error by the propagator
  have step : ∀ z, dampedStep A b a z - y = errorPropagator A a (z - y) := by
    intro z
    have h : errorPropagator A a (z - y) = (z - y) - a • ((z - y) - A (z - y)) := rfl
    rw [h, map_sub A z y, dampedStep, hb]
    module
  induction k with
  | zero => simp
  | succ k ih =>
    rw [Function.iterate_succ_apply', step, ih]
    exact (congrArg (fun L : E →L[ℝ] E => L (y0 - y))
      (pow_succ' (errorPropagator A a) k)).symm
```

In Lean, `(dampedStep A b a)^[k] y0` is the $k$-fold iterate $y_k$, and the power of `errorPropagator A a` is repeated composition. The inner statement `step` is the one-update identity, whose vector algebra is closed by `module`; the induction follows the hand argument. The identity is exact for every real $a$, whether or not the iteration converges.

## (c) From the solution curve to the error formula

**Task.** Under the hypotheses of (a), with $A$ and $b$ read off from $F'$, show that $x'(0)$ solves the response equation and that, for all $a$, $y_0$ and $k$,
$$T_a^k(y_0)-x'(0)=(1-a(1-A))^k\,(y_0-x'(0)).$$

**Solution.** Part (a) gives the response equation for $y=x'(0)$. That equation is the only hypothesis of (b), which gives the error formula.

```lean
/-- Main theorem: the derivative of a self-consistent solution curve solves the response
equation, and the damped iteration for it has error `(1 - a (1 - A))^k (y0 - y)`. -/
theorem self_consistent_response {F : E × ℝ → E} {F' : E × ℝ →L[ℝ] E} {x : ℝ → E} {y : E}
    (hF : HasFDerivAt F F' (x 0, 0)) (hx : HasDerivAt x y 0)
    (hfix : ∀ᶠ s in 𝓝 (0 : ℝ), F (x s, s) = x s) :
    y = stateJacobian F' y + drive F' ∧
      ∀ (a : ℝ) (y0 : E) (k : ℕ),
        (dampedStep (stateJacobian F') (drive F') a)^[k] y0 - y =
          (errorPropagator (stateJacobian F') a ^ k) (y0 - y) :=
  have hy := response_equation hF hx hfix
  ⟨hy, damped_error hy⟩
```

The proof term pairs the two earlier results. The iteration is the linear one for the response, with $A$ and $b$ frozen at the reference solution; the nonlinear iteration that finds $x(0)$ is a different process.

## (d) An error along one eigenvector

**Task.** Let $Av=\mu v$ with $\mu$ real. Show that
$$G_a^k v=(1-a(1-\mu))^k v.$$

**Solution.** One application gives $G_av=v-a(v-\mu v)=(1-a(1-\mu))v$. Each further application multiplies by the same number, so induction on $k$ gives the power.

```lean
/-- An error along an eigenvector of `A` with eigenvalue `μ` is multiplied by
`(1 - a (1 - μ))^k` in `k` updates. -/
theorem propagator_pow_eigenvector {A : E →L[ℝ] E} {v : E} {μ : ℝ} (hv : A v = μ • v)
    (a : ℝ) (k : ℕ) :
    (errorPropagator A a ^ k) v = (1 - a * (1 - μ)) ^ k • v := by
  have step : errorPropagator A a v = (1 - a * (1 - μ)) • v := by
    have h : errorPropagator A a v = v - a • (v - A v) := rfl
    rw [h, hv]
    module
  induction k with
  | zero => simp
  | succ k ih =>
    calc (errorPropagator A a ^ (k + 1)) v
        = errorPropagator A a ((errorPropagator A a ^ k) v) :=
          congrArg (fun L : E →L[ℝ] E => L v) (pow_succ' (errorPropagator A a) k)
      _ = (1 - a * (1 - μ)) ^ (k + 1) • v := by
          rw [ih, map_smul, step, smul_smul, pow_succ]
```

Physically, $\mu$ is the gain with which a response mode feeds back onto itself. As in (b), `step` is the single application, and the `calc` block is the induction step.

## (e) Convergence from every start

**Task.** Suppose that $E$ has a finite basis of eigenvectors $v_i$ of $A$ with real eigenvalues $\mu_i$, and that $y=Ay+b$. Show that $y_k\to y$ from every start $y_0$ if and only if
$$|1-a(1-\mu_i)|<1\quad\text{for all } i.$$

**Solution.** Write $g_i=1-a(1-\mu_i)$ and expand $y_0-y=\sum_i c_iv_i$. By (b) and (d),
$$y_k-y=\sum_i c_i\,g_i^k\,v_i.$$
If every $|g_i|<1$, each term of this finite sum tends to zero. Conversely, suppose that $y_k\to y$ from every start, and choose $y_0=y+v_i$. Then $\|y_k-y\|=|g_i|^k\|v_i\|\to0$. Since $v_i\neq0$, this forces $|g_i|<1$.

```lean
/-- If `A` has a finite real eigenbasis, the damped iteration converges to a given solution `y` of
`y = A y + b` from every start exactly when `|1 - a (1 - μ i)| < 1` for every eigenvalue. -/
theorem damped_converges_iff {ι : Type*} [Fintype ι] {A : E →L[ℝ] E} {b y : E}
    (hy : y = A y + b) (v : Module.Basis ι ℝ E) {μ : ι → ℝ}
    (hv : ∀ i, A (v i) = μ i • v i) (a : ℝ) :
    (∀ y0, Tendsto (fun k : ℕ => (dampedStep A b a)^[k] y0) atTop (𝓝 y)) ↔
      ∀ i, |1 - a * (1 - μ i)| < 1 := by
  constructor
  · intro h i
    -- start with an error along one eigenvector
    have h1 := (tendsto_sub_nhds_zero_iff.mpr (h (y + v i))).norm
    have hne : ‖v i‖ ≠ 0 := norm_ne_zero_iff.mpr (v.ne_zero i)
    have h2 := h1.mul_const ‖v i‖⁻¹
    rw [norm_zero, zero_mul] at h2
    have h3 : Tendsto (fun k : ℕ => |1 - a * (1 - μ i)| ^ k) atTop (𝓝 0) := by
      refine h2.congr fun k => ?_
      rw [damped_error hy, add_sub_cancel_left, propagator_pow_eigenvector (hv i),
        norm_smul, norm_pow, mul_inv_cancel_right₀ hne, Real.norm_eq_abs]
    have h4 := tendsto_pow_atTop_nhds_zero_iff.mp h3
    rwa [abs_abs] at h4
  · intro h y0
    -- expand the initial error in the eigenbasis; each amplitude decays
    have hc : Continuous
        (fun w : ι → ℝ => ∑ i, v.repr (y0 - y) i • w i • v i) := by fun_prop
    have hw : Tendsto (fun (k : ℕ) (i : ι) => (1 - a * (1 - μ i)) ^ k) atTop
        (𝓝 (0 : ι → ℝ)) :=
      tendsto_pi_nhds.mpr fun i => tendsto_pow_atTop_nhds_zero_iff.mpr (h i)
    have h0 := (hc.tendsto' 0 0 (by simp)).comp hw
    refine tendsto_sub_nhds_zero_iff.mp (h0.congr fun k => ?_)
    rw [damped_error hy]
    conv_rhs => rw [← v.sum_repr (y0 - y)]
    rw [map_sum]
    simp only [Function.comp_apply]
    refine Finset.sum_congr rfl fun i _ => ?_
    rw [map_smul, propagator_pow_eigenvector (hv i)]
```

The basis is `v`, its finite index set is `ι`, and `hv` states the eigenvalue equations. The first half of the proof divides the norm of the error by `‖v i‖`. The second half obtains the limit from `hc`, the continuity of the finite sum in its mode factors, and `hw`, their decay to zero.

The eigenbasis assumption says that the response separates into finitely many modes, each with its own real gain. It leaves out Jacobians with non-real eigenvalues and those that cannot be diagonalised.

## (f) When some positive damping works

**Task.** In the setting of (e), show that there is an $a>0$ for which the iteration converges to $y$ from every start if and only if
$$\mu_i<1\quad\text{for all } i.$$

**Solution.** If $a>0$ and some $\mu_i\ge1$, then $g_i=1+a(\mu_i-1)\ge1$, and (e) rules out convergence to $y$ from every start.

Now let all $\mu_i<1$. Put $S=\sum_j(1-\mu_j)$ and $a=1/(1+S)$. All terms of the sum are positive, so $0<1-\mu_i\le S$ and
$$0<a(1-\mu_i)\le\frac{S}{1+S}<1.$$
Hence $0<g_i<1$ for every $i$, and (e) gives convergence.

```lean
/-- If `A` has a finite real eigenbasis, some positive damping parameter gives convergence to a
given solution `y` of `y = A y + b` from every start exactly when all eigenvalues of `A` lie below
one. -/
theorem exists_damping_iff {ι : Type*} [Fintype ι] {A : E →L[ℝ] E} {b y : E}
    (hy : y = A y + b) (v : Module.Basis ι ℝ E) {μ : ι → ℝ}
    (hv : ∀ i, A (v i) = μ i • v i) :
    (∃ a : ℝ, 0 < a ∧
      ∀ y0, Tendsto (fun k : ℕ => (dampedStep A b a)^[k] y0) atTop (𝓝 y)) ↔
      ∀ i, μ i < 1 := by
  constructor
  · rintro ⟨a, ha, h⟩ i
    have h1 := (abs_lt.mp ((damped_converges_iff hy v hv a).mp h i)).2
    by_contra hge
    have h2 : 0 ≤ a * (μ i - 1) := mul_nonneg ha.le (by linarith)
    nlinarith
  · intro h
    -- a common bound on the gaps `1 - μ i` fixes a safe damping
    obtain ⟨S, hS, hle⟩ : ∃ S : ℝ, 0 ≤ S ∧ ∀ i, 1 - μ i ≤ S :=
      ⟨∑ j, (1 - μ j), Finset.sum_nonneg fun j _ => by linarith [h j],
        fun i => Finset.single_le_sum (f := fun j => 1 - μ j)
          (fun j _ => by linarith [h j]) (Finset.mem_univ i)⟩
    have hp : 0 < 1 + S := by linarith
    have ha : 0 < (1 + S)⁻¹ := inv_pos.mpr hp
    have h1 : (1 + S)⁻¹ * (1 + S) = 1 := inv_mul_cancel₀ hp.ne'
    refine ⟨(1 + S)⁻¹, ha, (damped_converges_iff hy v hv _).mpr fun i => ?_⟩
    have h2 := mul_le_mul_of_nonneg_left (hle i) ha.le
    have h3 : 0 < (1 + S)⁻¹ * (1 - μ i) := mul_pos ha (by linarith [h i])
    rw [abs_lt]
    constructor <;> linarith
```

The `obtain` line supplies the common bound $S$, and `h2` and `h3` are the upper and lower estimates on $a(1-\mu_i)$. The value $1/(1+S)$ is a safe choice, with no claim that it is the fastest.

For self-consistent response calculations with a fixed scalar damping and a real, finite eigenbasis, the result separates two kinds of failure. A strongly negative $\mu_i$ can be handled by a smaller $a$, whereas a mode with $\mu_i\ge1$ defeats every positive $a$.

## (g) A nonlinear scalar example

**Task.** For $F(x,s)=4s-3x+x^2-s^2$ on $E=\mathbb R$, verify the hypotheses of (a) with $x(s)=s$, and show that at the origin
$$F'(dx,ds)=4\,ds-3\,dx.$$

**Solution.** The quadratic terms have zero derivative at the origin, which leaves the stated linear map. On the curve, $F(s,s)=4s-3s+s^2-s^2=s$, and $x'(0)=1$.

Therefore $A=-3$, $b=4$ and $y=1$, and indeed $1=-3\cdot1+4$. The error factor is $1-4a$. Starting from $y_0=0$:

| $a$ | factor | $y_1$ | $y_2$ | $y_3$ |
|---|---|---|---|---|
| $1$ | $-3$ | $4$ | $-8$ | $28$ |
| $1/5$ | $1/5$ | $0.8$ | $0.96$ | $0.992$ |

The undamped iteration diverges, while damping with $a=1/5$ reduces the error fivefold at each update.

```lean
/-- The nonlinear map `F(x,s) = 4 s - 3 x + x² - s²` has the solution curve `x(s) = s`, and its
derivative at the origin is `4 ds - 3 dx`. -/
theorem self_consistent_response_witness :
    HasFDerivAt (fun p : ℝ × ℝ => 4 * p.2 - 3 * p.1 + p.1 * p.1 - p.2 * p.2)
      ((4 : ℝ) • ContinuousLinearMap.snd ℝ ℝ ℝ - (3 : ℝ) • ContinuousLinearMap.fst ℝ ℝ ℝ)
      (0, 0) ∧
    HasDerivAt (fun s : ℝ => s) 1 0 ∧
    ∀ s : ℝ, 4 * s - 3 * s + s * s - s * s = s := by
  refine ⟨?_, hasDerivAt_id' 0, fun s => by ring⟩
  have h1 : HasFDerivAt (fun p : ℝ × ℝ => p.1) (ContinuousLinearMap.fst ℝ ℝ ℝ) (0, 0) :=
    hasFDerivAt_fst
  have h2 : HasFDerivAt (fun p : ℝ × ℝ => p.2) (ContinuousLinearMap.snd ℝ ℝ ℝ) (0, 0) :=
    hasFDerivAt_snd
  have h := (((h2.const_mul 4).sub (h1.const_mul 3)).add (h1.mul h1)).sub (h2.mul h2)
  exact h.congr_fderiv (by ext <;> simp)

end

end DampedResponse
```

The three conjuncts are the derivative of $F$, the derivative of the curve and the self-consistency condition, here for every $s$. The proof assembles the first from the sum and product rules, and `ring` settles the last.

```lean
#print axioms DampedResponse.self_consistent_response
#print axioms DampedResponse.exists_damping_iff
```

```
'DampedResponse.self_consistent_response' depends on axioms: [propext, Classical.choice, Quot.sound]
'DampedResponse.exists_damping_iff' depends on axioms: [propext, Classical.choice, Quot.sound]
```
